# A unitary free-particle propagator on a ring with an even number of sites, at a special time step

## Advancing a wave function by one time step

To advance a free particle on a periodic grid, multiply its vector of amplitudes by a propagator matrix. If that matrix is unitary, the wave function needs no renormalisation after the step, apart from rounding error. The matrix studied here, built for one particle and one particular time step, is unitary for any number of sites. It describes free motion on a periodic ring when that number is even.

Let the ring have $N\ge 1$ sites with spacing $d$, and let the particle have mass $m$. The free propagator on an infinite continuous line over time $t$, sampled at the grid points, has phase $m d^2(x-y)^2/(2\hbar t)$ between sites $x$ and $y$. Choosing $t=Nmd^2/(2\pi\hbar)$ turns this into $\pi(x-y)^2/N$. The modulus of the continuum propagator is $\sqrt{m/(2\pi\hbar t)}$; multiplied by the spacing $d$, which appears when the integral over position is replaced by a sum over sites, it becomes $1/\sqrt N$. Dropping a constant phase leaves

$$K(x,y)=\frac{1}{\sqrt N}\,e^{i\pi(x-y)^2/N}.$$

## Even N and the choice of representatives

A site is an integer modulo $N$, so the formula should not depend on which integer labels it. Shifting a displacement $a$ by $Nk$, with $k$ an integer, gives

$$\frac{(a+Nk)^2}{N}=\frac{a^2}{N}+2ak+Nk^2 .$$

The phase changes by the factor $e^{i\pi(2ak+Nk^2)}=(-1)^{Nk^2}$, which is 1 for even $N$. For odd $N$, the displacements $0$ and $N$ describe the same pair of sites but give phases $1$ and $-1$. The formula therefore holds for all representatives exactly when $N$ is even.

## Unitarity for every N

Fix the representatives $0,\dots,N-1$. In $KK^\dagger$ the terms in $y^2$ cancel:

$$(KK^\dagger)(x,z)=\frac{e^{i\pi(x^2-z^2)/N}}{N}\sum_{y=0}^{N-1}e^{2\pi i y(z-x)/N}.$$

For $x=z$ the sum is $N$. Otherwise it is a geometric sum whose ratio $r\neq1$ satisfies $r^N=1$, so it vanishes. Hence $KK^\dagger=1$, for odd $N$ as well. For odd $N\ge3$, however, $K(N-1,0)=-K(0,1)$, although both displacements are $-1$ modulo $N$. The matrix is then unitary but not translation invariant, so it does not describe free motion on a periodic ring.

## Plane waves and the quadratic dispersion

Let $N$ be even and $\varphi_k(x)=e^{2\pi ikx/N}$ with integer $k$. Completing the square,

$$(x-y)^2+2ky=(y+k-x)^2-k^2+2kx .$$

Summing over $y$ and translating the summation variable gives

$$K\varphi_k=g\,e^{-i\pi k^2/N}\varphi_k,\qquad g=\sum_y K(0,y).$$

The factor $g$ does not depend on $k$, and $|g|=1$ because $K$ is unitary, so it is an overall phase. With momentum $p=2\pi\hbar k/(Nd)$, the phase $\pi k^2/N$ is $p^2t/(2m\hbar)$, the free-particle value.

## Summing over paths

Starting from $\psi$, the amplitude at $x_0$ after $n$ steps is

$$\psi_n(x_0)=\sum_{x_1,\dots,x_n}K(x_0,x_1)\cdots K(x_{n-1},x_n)\,\psi(x_n),$$

with $\psi_0=\psi$. Separating the sum over $x_1$ gives $\psi_{n+1}=K\psi_n$, so $\psi_n=K^n\psi$. Since $K^n$ is unitary,

$$\sum_x|\psi_n(x)|^2=\psi^\dagger (K^n)^\dagger K^n\psi=\sum_x|\psi(x)|^2 .$$

## The propagator in Lean

Sites have type `ZMod N`, and `NeZero N` says that $N$ is positive. `chirp` is the phase for an integer displacement; `kernel` is $K$, with `x.val` the representative in $0,\dots,N-1$. `planeWave` is $\varphi_k$. In `pathSum`, the function `γ` lists $x_1,\dots,x_n$, and `Fin.cons x γ` puts the final site in front, so paths run from latest to earliest.

Evenness is assumed only for `chirp_congr` and the plane-wave theorem; in `kernel_wellDefined_iff_even` it is one side of the equivalence. Unitarity and probability conservation hold for every positive $N$, and $\psi$ need not be normalised. There is no potential, no freely chosen time step and no continuum limit.

```lean
import Mathlib

open Matrix

namespace FiniteLatticePropagator

noncomputable section

/-- The free-particle phase `exp(iπa²/N)` for an integer displacement `a`. -/
def chirp (N : ℕ) (a : ℤ) : ℂ :=
  Complex.exp (Real.pi * Complex.I * (a : ℂ) ^ 2 / N)

/-- The one-step propagator on a ring of `N` sites, computed from the
representatives `0, …, N - 1` of the two sites. -/
def kernel (N : ℕ) : Matrix (ZMod N) (ZMod N) ℂ :=
  fun x y => ((√(N : ℝ) : ℝ) : ℂ)⁻¹ * chirp N ((x.val : ℤ) - (y.val : ℤ))

/-- The lattice plane wave `exp(2πikx/N)` with integer wave number `k`. -/
def planeWave (N : ℕ) [NeZero N] (k : ℤ) (x : ZMod N) : ℂ :=
  ZMod.stdAddChar ((k : ZMod N) * x)

/-- The amplitude of a lattice path, the product of the propagators of its steps;
the path is listed from its latest site to its earliest. -/
def pathWeight (N : ℕ) {n : ℕ} (γ : Fin (n + 1) → ZMod N) : ℂ :=
  ∏ i : Fin n, kernel N (γ i.castSucc) (γ i.succ)

/-- The wave function at site `x` after `n` steps, as a sum over all lattice paths
ending at `x`, each weighted by the initial amplitude at its earliest site. -/
def pathSum (N : ℕ) [NeZero N] (n : ℕ) (ψ : ZMod N → ℂ) (x : ZMod N) : ℂ :=
  ∑ γ : Fin n → ZMod N,
    pathWeight N (Fin.cons x γ : Fin (n + 1) → ZMod N) *
      ψ ((Fin.cons x γ : Fin (n + 1) → ZMod N) (Fin.last n))

/-- For even `N`, the phase depends only on the displacement modulo `N`. -/
theorem chirp_congr (N : ℕ) [NeZero N] (hN : Even N) {a b : ℤ}
    (h : (a : ZMod N) = (b : ZMod N)) : chirp N a = chirp N b := by
  obtain ⟨k, hk⟩ := (ZMod.intCast_eq_intCast_iff_dvd_sub a b N).1 h
  obtain ⟨m, hm⟩ := hN
  have hN0 : (N : ℂ) ≠ 0 := Nat.cast_ne_zero.2 (NeZero.ne N)
  have hNm : (N : ℂ) = 2 * m := by
    rw [two_mul]
    exact_mod_cast hm
  have hb : b = a + N * k := by linarith
  have e : (b : ℂ) = a + N * k := by
    rw [hb]
    push_cast
    rfl
  have e2 : Real.pi * Complex.I * ((a : ℂ) + N * k) ^ 2 / N =
      Real.pi * Complex.I * (a : ℂ) ^ 2 / N +
        Real.pi * Complex.I * (2 * a * k + N * (k : ℂ) ^ 2) := by
    field_simp
    ring
  -- the two exponents differ by an integer multiple of 2πi
  rw [chirp, chirp, Complex.exp_eq_exp_iff_exists_int]
  refine ⟨-(a * k + m * k ^ 2), ?_⟩
  rw [e]
  push_cast
  linear_combination -e2 - Real.pi * Complex.I * (k : ℂ) ^ 2 * hNm

/-- The propagator is given by `N^(-1/2) exp(iπ(a-b)²/N)` for all integer
representatives `a`, `b` of the two sites exactly when `N` is even. -/
theorem kernel_wellDefined_iff_even (N : ℕ) [NeZero N] :
    (∀ a b : ℤ, kernel N (a : ZMod N) (b : ZMod N) =
      ((√(N : ℝ) : ℝ) : ℂ)⁻¹ * chirp N (a - b)) ↔ Even N := by
  have hN0 : (N : ℂ) ≠ 0 := Nat.cast_ne_zero.2 (NeZero.ne N)
  constructor
  · intro H
    have hpos : (0 : ℝ) < N := Nat.cast_pos.2 (NeZero.pos N)
    have hs : ((√(N : ℝ) : ℝ) : ℂ) ≠ 0 :=
      Complex.ofReal_ne_zero.2 (Real.sqrt_pos.2 hpos).ne'
    -- compare the representatives N and 0 of the same site
    have h := H (N : ℤ) 0
    have h0 : kernel N ((N : ℤ) : ZMod N) ((0 : ℤ) : ZMod N) =
        ((√(N : ℝ) : ℝ) : ℂ)⁻¹ * 1 := by
      simp [kernel, chirp]
    rw [h0] at h
    have h1 := mul_left_cancel₀ (inv_ne_zero hs) h
    have h2 : chirp N ((N : ℤ) - 0) = (-1) ^ N := by
      rw [← Complex.exp_pi_mul_I, ← Complex.exp_nat_mul, chirp, sub_zero]
      congr 1
      push_cast
      field_simp
    rw [h2] at h1
    exact (neg_one_pow_eq_one_iff_even (by norm_num : (-1 : ℂ) ≠ 1)).1 h1.symm
  · intro hN a b
    rw [kernel, chirp_congr N hN (b := a - b)]
    simp

/-- Complex conjugation reverses the sign of the exponent in `chirp`. -/
theorem star_chirp (N : ℕ) (a : ℤ) :
    star (chirp N a) = Complex.exp (-(Real.pi * Complex.I * (a : ℂ) ^ 2 / N)) := by
  change (starRingEnd ℂ) (Complex.exp _) = _
  rw [← Complex.exp_conj]
  congr 1
  simp [neg_div]

/-- The one-step propagator, with sites represented by `0, …, N - 1`, is unitary
for every positive number of sites. -/
theorem kernel_unitary (N : ℕ) [NeZero N] :
    kernel N ∈ Matrix.unitaryGroup (ZMod N) ℂ := by
  have hN0 : (N : ℂ) ≠ 0 := Nat.cast_ne_zero.2 (NeZero.ne N)
  have hs : ((√(N : ℝ) : ℝ) : ℂ)⁻¹ * ((√(N : ℝ) : ℝ) : ℂ)⁻¹ = (N : ℂ)⁻¹ := by
    rw [← mul_inv, ← Complex.ofReal_mul, Real.mul_self_sqrt (Nat.cast_nonneg N),
      Complex.ofReal_natCast]
  have hstar : ∀ w : ℂ, star (((√(N : ℝ) : ℝ) : ℂ)⁻¹ * w) =
      ((√(N : ℝ) : ℝ) : ℂ)⁻¹ * star w := by
    intro w
    change (starRingEnd ℂ) _ = _ * (starRingEnd ℂ) w
    rw [map_mul, map_inv₀, Complex.conj_ofReal]
  -- the terms quadratic in the intermediate site cancel
  have hc : ∀ a b c : ℤ, chirp N (a - b) * star (chirp N (c - b)) =
      chirp N a * star (chirp N c) *
        ZMod.stdAddChar ((b * (c - a) : ℤ) : ZMod N) := by
    intro a b c
    rw [star_chirp, star_chirp, ZMod.stdAddChar_coe]
    simp only [chirp, ← Complex.exp_add]
    congr 1
    push_cast
    ring
  rw [Matrix.mem_unitaryGroup_iff]
  ext x z
  rw [Matrix.star_eq_conjTranspose, Matrix.mul_apply]
  have key : ∀ y : ZMod N, kernel N x y * (kernel N)ᴴ y z =
      (N : ℂ)⁻¹ * (chirp N x.val * star (chirp N z.val)) *
        ZMod.stdAddChar (y * (z - x)) := by
    intro y
    have hy : (((y.val : ℤ) * ((z.val : ℤ) - (x.val : ℤ)) : ℤ) : ZMod N) =
        y * (z - x) := by simp
    have h := hc x.val y.val z.val
    rw [hy] at h
    rw [Matrix.conjTranspose_apply, kernel, kernel, hstar, ← hs]
    linear_combination ((√(N : ℝ) : ℝ) : ℂ)⁻¹ * ((√(N : ℝ) : ℝ) : ℂ)⁻¹ * h
  -- the remaining character sum vanishes off the diagonal
  rw [Finset.sum_congr rfl (fun y _ => key y), ← Finset.mul_sum,
    AddChar.sum_mulShift _ (ZMod.isPrimitive_stdAddChar N)]
  by_cases h : x = z
  · subst h
    have hu : chirp N x.val * star (chirp N x.val) = 1 := by
      rw [star_chirp, chirp, ← Complex.exp_add, add_neg_cancel, Complex.exp_zero]
    rw [hu]
    simp [ZMod.card, hN0]
  · have h' : z - x ≠ 0 := sub_ne_zero.2 (Ne.symm h)
    simp [h', h]

/-- For even `N`, one step multiplies the plane wave of wave number `k` by
`exp(-iπk²/N)` times a factor independent of `k`. -/
theorem kernel_mulVec_planeWave (N : ℕ) [NeZero N] (hN : Even N) (k : ℤ) :
    kernel N *ᵥ planeWave N k =
      ((∑ y, kernel N 0 y) *
        Complex.exp (-(Real.pi * Complex.I * (k : ℂ) ^ 2 / N))) • planeWave N k := by
  have hK := (kernel_wellDefined_iff_even N).2 hN
  have hp : ∀ b : ℤ, planeWave N k (b : ZMod N) =
      Complex.exp (2 * Real.pi * Complex.I * ((k * b : ℤ) : ℂ) / N) := by
    intro b
    rw [planeWave, ← Int.cast_mul, ZMod.stdAddChar_coe]
  ext x
  -- complete the square in the exponent
  have key : ∀ y : ZMod N, kernel N x y * planeWave N k y =
      kernel N 0 (y + ((k : ZMod N) - x)) *
        (Complex.exp (-(Real.pi * Complex.I * (k : ℂ) ^ 2 / N)) * planeWave N k x) := by
    intro y
    obtain ⟨a, rfl⟩ := ZMod.intCast_surjective x
    obtain ⟨b, rfl⟩ := ZMod.intCast_surjective y
    have h0 : kernel N 0 ((b : ZMod N) + ((k : ZMod N) - (a : ZMod N))) =
        kernel N ((0 : ℤ) : ZMod N) ((b + (k - a) : ℤ) : ZMod N) := by simp
    have hq : chirp N (a - b) *
        Complex.exp (2 * Real.pi * Complex.I * ((k * b : ℤ) : ℂ) / N) =
        chirp N (0 - (b + (k - a))) *
          (Complex.exp (-(Real.pi * Complex.I * (k : ℂ) ^ 2 / N)) *
            Complex.exp (2 * Real.pi * Complex.I * ((k * a : ℤ) : ℂ) / N)) := by
      simp only [chirp, ← Complex.exp_add]
      congr 1
      push_cast
      ring
    rw [h0, hK, hK, hp, hp, mul_assoc, hq, ← mul_assoc]
  change ∑ y, kernel N x y * planeWave N k y = _ * planeWave N k x
  -- translating the summation variable leaves the sum unchanged
  have hsum : ∑ y, kernel N 0 (y + ((k : ZMod N) - x)) = ∑ y, kernel N 0 y :=
    Equiv.sum_comp (Equiv.addRight ((k : ZMod N) - x)) (fun y => kernel N 0 y)
  rw [Finset.sum_congr rfl (fun y _ => key y), ← Finset.sum_mul, hsum]
  exact (mul_assoc _ _ _).symm

/-- The path sum over `n + 1` steps is one propagator step applied to the path sum
over `n` steps. -/
theorem pathSum_succ (N : ℕ) [NeZero N] (n : ℕ) (ψ : ZMod N → ℂ) (x : ZMod N) :
    pathSum N (n + 1) ψ x = ∑ y, kernel N x y * pathSum N n ψ y := by
  have hw : ∀ δ : Fin (n + 1) → ZMod N,
      pathWeight N (Fin.cons x δ : Fin (n + 2) → ZMod N) =
        kernel N x (δ 0) * pathWeight N δ := by
    intro δ
    rw [pathWeight, Fin.prod_univ_succ]
    rfl
  -- sum separately over the site one step before `x` and over any earlier sites
  rw [pathSum, ← (Fin.consEquiv (fun _ : Fin (n + 1) => ZMod N)).sum_comp,
    Fintype.sum_prod_type]
  refine Finset.sum_congr rfl fun y _ => ?_
  rw [pathSum, Finset.mul_sum]
  refine Finset.sum_congr rfl fun γ _ => ?_
  change pathWeight N (Fin.cons x (Fin.cons y γ : Fin (n + 1) → ZMod N) :
      Fin (n + 2) → ZMod N) *
    ψ ((Fin.cons y γ : Fin (n + 1) → ZMod N) (Fin.last n)) = _
  rw [hw, Fin.cons_zero, mul_assoc]

/-- The sum over all `n`-step paths equals the `n`-th power of the propagator
applied to the initial wave function. -/
theorem pathSum_eq_pow (N : ℕ) [NeZero N] (n : ℕ) (ψ : ZMod N → ℂ) :
    pathSum N n ψ = (kernel N ^ n) *ᵥ ψ := by
  induction n with
  | zero =>
    ext x
    simp [pathSum, pathWeight]
  | succ n ih =>
    ext x
    rw [pathSum_succ, ih, pow_succ', ← Matrix.mulVec_mulVec]
    rfl

/-- The wave function obtained by summing over all `n`-step lattice paths has the
same total probability as the initial wave function. -/
theorem pathSum_conserves_probability (N : ℕ) [NeZero N] (n : ℕ) (ψ : ZMod N → ℂ) :
    ∑ x, ‖pathSum N n ψ x‖ ^ 2 = ∑ x, ‖ψ x‖ ^ 2 := by
  have hn : ∀ φ : ZMod N → ℂ, star φ ⬝ᵥ φ = ((∑ x, ‖φ x‖ ^ 2 : ℝ) : ℂ) := by
    intro φ
    push_cast
    exact Finset.sum_congr rfl fun x _ => Complex.conj_mul' (φ x)
  have hU : kernel N ^ n ∈ Matrix.unitaryGroup (ZMod N) ℂ :=
    pow_mem (kernel_unitary N) n
  -- a unitary matrix preserves the inner product of a state with itself
  have h : star ((kernel N ^ n) *ᵥ ψ) ⬝ᵥ ((kernel N ^ n) *ᵥ ψ) = star ψ ⬝ᵥ ψ := by
    rw [Matrix.star_mulVec, Matrix.dotProduct_mulVec, Matrix.vecMul_vecMul,
      ← Matrix.star_eq_conjTranspose, Matrix.mem_unitaryGroup_iff'.1 hU,
      Matrix.vecMul_one]
  rw [hn, hn] at h
  rw [pathSum_eq_pow]
  exact Complex.ofReal_injective h

end

end FiniteLatticePropagator
```

```lean
#print axioms FiniteLatticePropagator.kernel_unitary
#print axioms FiniteLatticePropagator.kernel_mulVec_planeWave
#print axioms FiniteLatticePropagator.pathSum_conserves_probability
```

```
'FiniteLatticePropagator.kernel_unitary' depends on axioms: [propext, Classical.choice, Quot.sound]
'FiniteLatticePropagator.kernel_mulVec_planeWave' depends on axioms: [propext, Classical.choice, Quot.sound]
'FiniteLatticePropagator.pathSum_conserves_probability' depends on axioms: [propext, Classical.choice, Quot.sound]
```

## How the proof follows the calculation

`chirp_congr` writes $N=2m$, where `m` is now an integer and not the mass, and exhibits the multiple of $2\pi i$ separating the two exponents. `kernel_wellDefined_iff_even` uses it for one direction; for the other it compares the representatives $N$ and $0$, which forces $(-1)^N=1$.

In `kernel_unitary`, `hc` cancels the quadratic terms with the help of `star_chirp`, and `key` inserts the normalisation. `AddChar.sum_mulShift` evaluates the remaining sum, and the case split on `x = z` separates diagonal from off-diagonal entries.

In `kernel_mulVec_planeWave`, `key` completes the square on integer representatives, which is where evenness enters, and `hsum` translates the summation variable.

`pathSum_succ` uses `Fin.consEquiv` to split off $x_1$. Induction then gives `pathSum_eq_pow`. Finally, `pathSum_conserves_probability` writes the total probability as the inner product of a state with itself and cancels $(K^n)^\dagger K^n$.
